# The dynamic polarisability of a harmonic oscillator from its first-order response functions

The differential equation for the response of a harmonic oscillator on the infinite line also has solutions that grow without bound, and a condition at infinity excludes them. Here a response function must be bounded together with its slope, and must satisfy its equation at every point x. This replaces the operator domain in a Hilbert space.

The system is one particle on a line, with ħ, the mass and the charge equal to 1 and frequency ω₀ > 0:

H = −(1/2) d²/dx² + ω₀²x²/2,  ψ(x) = exp(−ω₀x²/2).

The ground state ψ is unnormalised and has energy ω₀/2. For a perturbation λx(e^{iωt} + e^{−iωt}) with small λ, the state oscillating with the perturbation is e^{−iω₀t/2}[ψ + λ(u e^{iωt} + v e^{−iωt})] to first order in λ, and the first-order functions u and v obey

(H − ω₀/2 + ω)u = −xψ,  (H − ω₀/2 − ω)v = −xψ.

If ω² ≠ ω₀², and so in particular if |ω| < ω₀, these equations are solved by u = −xψ/(ω₀ + ω) and v = −xψ/(ω₀ − ω). With ⟨f, g⟩ = ∫fg over the line, the polarisability, which is the ratio of the induced mean position to the applied force −2λ cos ωt, is

α(ω) = −⟨ψ, x(u + v)⟩/⟨ψ, ψ⟩ = 1/(ω₀² − ω²).

For this single undamped oscillator, the formula gives an exact value against which a frequency-dependent linear-response calculation can be compared.

## Derivation from the Wronskian

Write φ = xψ. Since ψ′ = −ω₀xψ,

φ′ = (1 − ω₀x²)ψ,
φ″ = (ω₀²x³ − 3ω₀x)ψ = (ω₀²x² − 3ω₀)φ.

Hence Hφ = (3ω₀/2)φ. For a shift s, which will be ω or −ω,

(H − ω₀/2 + s)φ = (ω₀ + s)φ,

so −φ/(ω₀ + s) solves the response equation whenever ω₀ + s ≠ 0. It is bounded with its slope, because a Gaussian suppresses any polynomial.

Let N = ∫ψ² and M = ∫φ². The derivative of xψ² is ψ² − 2ω₀φ², and xψ² vanishes at both ends, so

N = 2ω₀M.

Thus the normalised second moment is M/N = 1/(2ω₀). Both integrals are positive, since N = √(π/ω₀).

Now let u be any admissible response with shift s. Its equation rearranges to

u″ = (ω₀²x² − ω₀ + 2s)u + 2φ.

The Wronskian W = φu′ − φ′u therefore satisfies

W′ = φu″ − φ″u = 2(ω₀ + s)φu + 2φ².

W vanishes at infinity because φ and φ′ decay while u and u′ stay bounded. Integration gives

(ω₀ + s)∫φu = −M.

At s = −ω₀ this would read 0 = −M, so no admissible response exists at resonance. Otherwise, adding the overlaps for s = ω and s = −ω yields

α(ω) = (M/N)[1/(ω₀ + ω) + 1/(ω₀ − ω)] = (1/(2ω₀)) · 2ω₀/(ω₀² − ω²) = 1/(ω₀² − ω²).

For example, take ω₀ = 2 and ω = 1. Then u = −xψ/3, v = −xψ and M/N = 1/4, so α = (1/4)(1/3 + 1) = 1/3, in agreement with 1/(4 − 1).

## An unbounded solution that spoils the overlap

Take ω₀ = 1 and s = 2. The function h = x exp(x²/2) has h″ = (x² + 3)h, so Hh = −(3/2)h and (H − 1/2 + 2)h = 0. Then −xψ/3 + h solves the same response equation as −xψ/3, but its overlap with xψ contains ∫x² dx, which diverges. Boundedness excludes this solution.

## The oscillator and its response functions in Lean

```lean
import Mathlib

open MeasureTheory

namespace OscillatorPolarisability

noncomputable section
```

The state is a real function of a real variable, and the Hamiltonian acts on such functions. `oscH` applies Mathlib's `deriv` twice and adds the potential term.

```lean
/-- The unnormalised oscillator ground state `exp (-ω₀ x² / 2)`. -/
def ground (ω₀ x : ℝ) : ℝ := Real.exp (-(ω₀ / 2) * x ^ 2)

/-- The oscillator Hamiltonian `H = -(1/2) d²/dx² + ω₀² x² / 2`. -/
def oscH (ω₀ : ℝ) (f : ℝ → ℝ) (x : ℝ) : ℝ :=
  -(deriv (deriv f) x) / 2 + ω₀ ^ 2 * x ^ 2 / 2 * f x
```

The predicate `IsResponse ω₀ s u` contains the two differentiability conditions, a common bound C for u and its slope, and the pointwise equation.

```lean
/-- `u` is a twice differentiable function, bounded together with its slope, that solves the
first-order response equation `(H - ω₀/2 + s) u = -x ψ`. -/
def IsResponse (ω₀ s : ℝ) (u : ℝ → ℝ) : Prop :=
  Differentiable ℝ u ∧ Differentiable ℝ (deriv u) ∧
  (∃ C, ∀ x, |u x| ≤ C ∧ |deriv u x| ≤ C) ∧
  ∀ x, oscH ω₀ u x - ω₀ / 2 * u x + s * u x = -(x * ground ω₀ x)
```

The explicit candidate covers both frequencies through s = ω and s = −ω. The polarisability is a quotient of integrals over the real line, so its denominator supplies the normalisation of ψ.

```lean
/-- The explicit first-order function `-x ψ / (ω₀ + s)`. -/
def firstOrder (ω₀ s x : ℝ) : ℝ := -(x * ground ω₀ x) / (ω₀ + s)

/-- The polarisability `-⟨ψ, x (u + v)⟩ / ⟨ψ, ψ⟩` built from two response functions. -/
def polarisability (ω₀ : ℝ) (u v : ℝ → ℝ) : ℝ :=
  -(∫ x, ground ω₀ x * (x * (u x + v x))) / ∫ x, ground ω₀ x ^ 2
```

These definitions start from the two frequency-domain equations. Their derivation from the time-dependent Schrödinger equation, as well as damping, is not part of the development.

## Derivatives and eigenvalues

The chain rule gives ψ′, and the product rule gives φ′ and φ″. In each case `ring` matches the resulting expression to the one found by hand.

```lean
/-- The slope of the ground state is `-ω₀ x ψ`. -/
theorem hasDerivAt_ground (ω₀ x : ℝ) :
    HasDerivAt (ground ω₀) (-ω₀ * (x * ground ω₀ x)) x := by
  have h : HasDerivAt (fun y : ℝ => -(ω₀ / 2) * y ^ 2) (-(ω₀ / 2) * (2 * x)) x :=
    ((hasDerivAt_pow 2 x).const_mul (-(ω₀ / 2))).congr_deriv (by norm_num)
  exact h.exp.congr_deriv (by simp only [ground]; ring)

/-- The first and second derivatives of `x ψ`. -/
theorem hasDerivAt_dipole (ω₀ x : ℝ) :
    HasDerivAt (fun y => y * ground ω₀ y) ((1 - ω₀ * x ^ 2) * ground ω₀ x) x ∧
    HasDerivAt (fun y => (1 - ω₀ * y ^ 2) * ground ω₀ y)
      ((ω₀ ^ 2 * x ^ 3 - 3 * ω₀ * x) * ground ω₀ x) x := by
  have h : HasDerivAt (fun y : ℝ => 1 - ω₀ * y ^ 2) (-(ω₀ * (2 * x))) x :=
    (((hasDerivAt_pow 2 x).const_mul ω₀).const_sub 1).congr_deriv (by norm_num)
  exact ⟨((hasDerivAt_id' x).fun_mul (hasDerivAt_ground ω₀ x)).congr_deriv (by ring),
    (h.fun_mul (hasDerivAt_ground ω₀ x)).congr_deriv (by ring)⟩
```

Inserting these derivatives into `oscH` proves the eigenvalue equations for ψ and xψ.

```lean
/-- `ψ` and `x ψ` satisfy the eigenvalue equation of `H` with energies `ω₀/2` and `3ω₀/2`. -/
theorem oscH_eigen (ω₀ x : ℝ) :
    oscH ω₀ (ground ω₀) x = ω₀ / 2 * ground ω₀ x ∧
    oscH ω₀ (fun y => y * ground ω₀ y) x = 3 * ω₀ / 2 * (x * ground ω₀ x) := by
  have h1 : deriv (ground ω₀) = fun y => -ω₀ * (y * ground ω₀ y) :=
    funext fun y => (hasDerivAt_ground ω₀ y).deriv
  have h2 : deriv (fun y => y * ground ω₀ y) = fun y => (1 - ω₀ * y ^ 2) * ground ω₀ y :=
    funext fun y => (hasDerivAt_dipole ω₀ y).1.deriv
  constructor
  · unfold oscH
    rw [h1, ((hasDerivAt_dipole ω₀ x).1.const_mul (-ω₀)).deriv]
    ring
  · unfold oscH
    rw [h2, (hasDerivAt_dipole ω₀ x).2.deriv]
    ring
```

## Integrability and the second moment

The next lemma treats integrands of the form pψg, where p and g are continuous, |p| ≤ K(1 + x²) and |g| ≤ C. They are dominated by KC(ψ + x²ψ), which is integrable by Mathlib's Gaussian results.

```lean
/-- For `ω₀ > 0`, the ground state times a continuous factor of at most quadratic growth times a
bounded continuous function is integrable. -/
theorem integrable_ground_mul {ω₀ : ℝ} (h0 : 0 < ω₀) {f : ℝ → ℝ} (p g : ℝ → ℝ) (K C : ℝ)
    (hp : Continuous p) (hg : Continuous g) (hpK : ∀ x, |p x| ≤ K * (1 + x ^ 2))
    (hgC : ∀ x, |g x| ≤ C) (hf : ∀ x, f x = p x * ground ω₀ x * g x) : Integrable f := by
  have i0 : Integrable (fun x => ground ω₀ x) := integrable_exp_neg_mul_sq (half_pos h0)
  have i2 : Integrable (fun x => x ^ 2 * ground ω₀ x) := by
    have h := integrable_rpow_mul_exp_neg_mul_sq (half_pos h0) (s := 2) (by norm_num)
    simp only [Real.rpow_two] at h
    exact h
  have i3 : Integrable (fun x => K * C * (ground ω₀ x + x ^ 2 * ground ω₀ x)) :=
    (i0.add i2).const_mul (K * C)
  have hc : Continuous (ground ω₀) := by unfold ground; fun_prop
  have e : f = fun x => p x * ground ω₀ x * g x := funext hf
  rw [e]
  refine i3.mono' ((hp.mul hc).mul hg).aestronglyMeasurable (Filter.Eventually.of_forall ?_)
  intro x
  have hψ : 0 < ground ω₀ x := Real.exp_pos _
  rw [Real.norm_eq_abs, abs_mul, abs_mul, abs_of_pos hψ]
  calc |p x| * ground ω₀ x * |g x| ≤ K * (1 + x ^ 2) * ground ω₀ x * C :=
        mul_le_mul (mul_le_mul_of_nonneg_right (hpK x) hψ.le) (hgC x) (abs_nonneg _)
          (mul_nonneg ((abs_nonneg _).trans (hpK x)) hψ.le)
    _ = K * C * (ground ω₀ x + x ^ 2 * ground ω₀ x) := by ring
```

In `second_moment`, the lemma is applied to ψ², xψ² and x²ψ². Mathlib's theorem that an integrable function with integrable derivative has a derivative of zero integral takes the place of the boundary argument. This gives N = 2ω₀M, and the Gaussian integral makes N, and hence M, positive.

```lean
/-- The second moment of the ground-state density is positive, and `⟨ψ, ψ⟩ = 2 ω₀ ⟨xψ, xψ⟩`. -/
theorem second_moment {ω₀ : ℝ} (h0 : 0 < ω₀) :
    0 < ∫ x, (x * ground ω₀ x) ^ 2 ∧
    ∫ x, ground ω₀ x ^ 2 = 2 * ω₀ * ∫ x, (x * ground ω₀ x) ^ 2 := by
  have hc : Continuous (ground ω₀) := by unfold ground; fun_prop
  have hb : ∀ x, |ground ω₀ x| ≤ 1 := fun x => by
    rw [ground, abs_of_pos (Real.exp_pos _), Real.exp_le_one_iff]
    nlinarith [mul_nonneg h0.le (sq_nonneg x)]
  have i0 : Integrable (fun x => ground ω₀ x ^ 2) :=
    integrable_ground_mul h0 (fun _ => 1) (ground ω₀) 1 1 continuous_const hc
      (fun x => by rw [abs_one]; nlinarith [sq_nonneg x]) hb (fun x => by ring)
  have i1 : Integrable (fun x => x * ground ω₀ x * ground ω₀ x) :=
    integrable_ground_mul h0 (fun x => x) (ground ω₀) 1 1 continuous_id hc
      (fun x => by nlinarith [sq_abs x, sq_nonneg (|x| - 1), abs_nonneg x]) hb (fun x => by ring)
  have i2 : Integrable (fun x => (x * ground ω₀ x) ^ 2) :=
    integrable_ground_mul h0 (fun x => x ^ 2) (ground ω₀) 1 1 (continuous_pow 2) hc
      (fun x => by rw [abs_of_nonneg (sq_nonneg x)]; linarith) hb (fun x => by ring)
  -- integrate the total derivative of `x ψ²`
  have hz : ∫ x, (ground ω₀ x ^ 2 - 2 * ω₀ * (x * ground ω₀ x) ^ 2) = 0 :=
    integral_eq_zero_of_hasDerivAt_of_integrable
      (fun x => ((hasDerivAt_dipole ω₀ x).1.fun_mul (hasDerivAt_ground ω₀ x)).congr_deriv
        (by ring)) (i0.sub (i2.const_mul (2 * ω₀))) i1
  rw [integral_sub i0 (i2.const_mul (2 * ω₀)), integral_const_mul] at hz
  have e : (fun x => ground ω₀ x ^ 2) = fun x => Real.exp (-ω₀ * x ^ 2) := by
    funext x
    rw [ground, pow_two (Real.exp _), ← Real.exp_add]
    congr 1
    ring
  have hN : 0 < ∫ x, ground ω₀ x ^ 2 := by
    rw [e, integral_gaussian]
    positivity
  refine ⟨?_, by linarith⟩
  by_contra hneg
  nlinarith [mul_nonneg h0.le (sub_nonneg.mpr (not_lt.mp hneg))]
```

## The overlap of an arbitrary response

`response_overlap` carries out the Wronskian argument. The bounds in `IsResponse` make φu, φu′ and φ′u integrable. The `linear_combination` step multiplies the response equation by −2φ to obtain the stated form of W′, and the same integration theorem then gives the overlap identity.

```lean
/-- Every response function `u` is integrable against `x ψ`, and its overlap satisfies
`(ω₀ + s) ⟨xψ, u⟩ = -⟨xψ, xψ⟩`. -/
theorem response_overlap {ω₀ s : ℝ} (h0 : 0 < ω₀) {u : ℝ → ℝ} (hu : IsResponse ω₀ s u) :
    Integrable (fun x => x * ground ω₀ x * u x) ∧
    (ω₀ + s) * ∫ x, x * ground ω₀ x * u x = -∫ x, (x * ground ω₀ x) ^ 2 := by
  obtain ⟨d1, d2, ⟨C, hC⟩, hode⟩ := hu
  have hx : ∀ x : ℝ, |x| ≤ 1 * (1 + x ^ 2) := fun x => by
    nlinarith [sq_abs x, sq_nonneg (|x| - 1), abs_nonneg x]
  have i1 : Integrable (fun x => x * ground ω₀ x * u x) :=
    integrable_ground_mul h0 (fun x => x) u 1 C continuous_id d1.continuous hx
      (fun x => (hC x).1) (fun x => by ring)
  have i2 : Integrable (fun x => x * ground ω₀ x * deriv u x) :=
    integrable_ground_mul h0 (fun x => x) (deriv u) 1 C continuous_id d2.continuous hx
      (fun x => (hC x).2) (fun x => by ring)
  have i3 : Integrable (fun x => (1 - ω₀ * x ^ 2) * ground ω₀ x * u x) :=
    integrable_ground_mul h0 (fun x => 1 - ω₀ * x ^ 2) u (1 + ω₀) C (by fun_prop) d1.continuous
      (fun x => abs_le.mpr ⟨by nlinarith [sq_nonneg x, mul_nonneg h0.le (sq_nonneg x)],
        by nlinarith [sq_nonneg x, mul_nonneg h0.le (sq_nonneg x)]⟩)
      (fun x => (hC x).1) (fun x => by ring)
  have i4 : Integrable (fun x => (x * ground ω₀ x) ^ 2) :=
    Integrable.of_integral_ne_zero (second_moment h0).1.ne'
  -- the Wronskian of `x ψ` and `u` has a total derivative with vanishing integral
  have hz : ∫ x, (2 * (ω₀ + s) * (x * ground ω₀ x * u x) + 2 * (x * ground ω₀ x) ^ 2) = 0 :=
    integral_eq_zero_of_hasDerivAt_of_integrable
      (fun x => (((hasDerivAt_dipole ω₀ x).1.fun_mul (d2 x).hasDerivAt).fun_sub
        ((hasDerivAt_dipole ω₀ x).2.fun_mul (d1 x).hasDerivAt)).congr_deriv (by
          have h := hode x
          unfold oscH at h
          linear_combination (-2 * (x * ground ω₀ x)) * h))
      ((i1.const_mul (2 * (ω₀ + s))).add (i4.const_mul 2)) (i2.sub i3)
  rw [integral_add (i1.const_mul (2 * (ω₀ + s))) (i4.const_mul 2), integral_const_mul,
    integral_const_mul] at hz
  exact ⟨i1, by linarith⟩
```

Setting s = −ω₀ removes the left-hand side and contradicts M > 0.

```lean
/-- At resonance, `s = -ω₀`, the response equation has no bounded solution with bounded slope. -/
theorem no_response_at_resonance {ω₀ : ℝ} (h0 : 0 < ω₀) (u : ℝ → ℝ) :
    ¬ IsResponse ω₀ (-ω₀) u := by
  intro hu
  have h := (response_overlap h0 hu).2
  rw [add_neg_cancel, zero_mul] at h
  linarith [(second_moment h0).1]
```

`polarisability_eq` holds for every pair of admissible responses, not only the explicit one. It needs no separate off-resonance hypothesis: the overlap identities themselves show that ω₀ + ω and ω₀ − ω are nonzero. The last line combines the two overlaps with N = 2ω₀M, after the denominators have been cleared.

```lean
/-- Any two response functions at `ω` and `-ω` give the polarisability `1 / (ω₀² - ω²)`. -/
theorem polarisability_eq {ω₀ ω : ℝ} (h0 : 0 < ω₀) {u v : ℝ → ℝ}
    (hu : IsResponse ω₀ ω u) (hv : IsResponse ω₀ (-ω) v) :
    polarisability ω₀ u v = 1 / (ω₀ ^ 2 - ω ^ 2) := by
  obtain ⟨iu, hA⟩ := response_overlap h0 hu
  obtain ⟨iv, hB⟩ := response_overlap h0 hv
  obtain ⟨hM, hN⟩ := second_moment h0
  have hp : ω₀ + ω ≠ 0 := fun h => by rw [h, zero_mul] at hA; linarith
  have hm : ω₀ + -ω ≠ 0 := fun h => by rw [h, zero_mul] at hB; linarith
  have hd : ω₀ ^ 2 - ω ^ 2 ≠ 0 := by
    have e : ω₀ ^ 2 - ω ^ 2 = (ω₀ + ω) * (ω₀ + -ω) := by ring
    rw [e]
    exact mul_ne_zero hp hm
  have hs : ∫ x, ground ω₀ x * (x * (u x + v x)) =
      (∫ x, x * ground ω₀ x * u x) + ∫ x, x * ground ω₀ x * v x := by
    rw [← integral_add iu iv]
    congr 1
    funext x
    ring
  have hN0 : ∫ x, ground ω₀ x ^ 2 ≠ 0 := by
    rw [hN]
    positivity
  unfold polarisability
  rw [hs, div_eq_div_iff hN0 hd]
  linear_combination (-(ω₀ - ω)) * hA - (ω₀ + ω) * hB - hN
```

## The explicit functions and the polarisability

It remains to show that −xψ/(ω₀ + s) is admissible. Its derivatives come from those of xψ. For the bounds, the inequality t + 1 ≤ exp(t) with t = ω₀x²/2 leads to

(1 + x²)ψ ≤ 1 + 2/ω₀.

Both x and 1 − ω₀x² are at most (1 + ω₀)(1 + x²) in absolute value, which bounds the function and its slope. The final `field_simp` and `ring` verify the differential equation.

```lean
/-- Away from `s = -ω₀`, the function `-x ψ / (ω₀ + s)` solves the response equation. -/
theorem firstOrder_isResponse {ω₀ s : ℝ} (h0 : 0 < ω₀) (hs : ω₀ + s ≠ 0) :
    IsResponse ω₀ s (firstOrder ω₀ s) := by
  have h1 : ∀ x, HasDerivAt (firstOrder ω₀ s)
      (-((1 - ω₀ * x ^ 2) * ground ω₀ x) / (ω₀ + s)) x :=
    fun x => (hasDerivAt_dipole ω₀ x).1.fun_neg.div_const _
  have h2 : ∀ x, HasDerivAt (fun y => -((1 - ω₀ * y ^ 2) * ground ω₀ y) / (ω₀ + s))
      (-((ω₀ ^ 2 * x ^ 3 - 3 * ω₀ * x) * ground ω₀ x) / (ω₀ + s)) x :=
    fun x => (hasDerivAt_dipole ω₀ x).2.fun_neg.div_const _
  have hd : deriv (firstOrder ω₀ s) =
      fun y => -((1 - ω₀ * y ^ 2) * ground ω₀ y) / (ω₀ + s) := funext fun x => (h1 x).deriv
  -- the Gaussian beats quadratic growth, since `t + 1 ≤ exp t`
  have hb : ∀ x, (1 + x ^ 2) * ground ω₀ x ≤ 1 + 2 / ω₀ := fun x => by
    have hψ : 0 < ground ω₀ x := Real.exp_pos _
    have e : Real.exp (ω₀ / 2 * x ^ 2) * ground ω₀ x = 1 := by
      rw [ground, ← Real.exp_add, show ω₀ / 2 * x ^ 2 + -(ω₀ / 2) * x ^ 2 = 0 by ring,
        Real.exp_zero]
    have a : (ω₀ / 2 * x ^ 2 + 1) * ground ω₀ x ≤ 1 :=
      (mul_le_mul_of_nonneg_right (Real.add_one_le_exp _) hψ.le).trans e.le
    have b : (1 + 2 / ω₀) * (ω₀ / 2 * x ^ 2 + 1) =
        1 + x ^ 2 + (ω₀ / 2 * x ^ 2 + 2 / ω₀) := by
      field_simp
      ring
    have c : 0 ≤ ω₀ / 2 * x ^ 2 + 2 / ω₀ := by positivity
    calc (1 + x ^ 2) * ground ω₀ x
        ≤ ((1 + 2 / ω₀) * (ω₀ / 2 * x ^ 2 + 1)) * ground ω₀ x :=
          mul_le_mul_of_nonneg_right (by linarith) hψ.le
      _ = (1 + 2 / ω₀) * ((ω₀ / 2 * x ^ 2 + 1) * ground ω₀ x) := by ring
      _ ≤ (1 + 2 / ω₀) * 1 := mul_le_mul_of_nonneg_left a (by positivity)
      _ = 1 + 2 / ω₀ := mul_one _
  have key : ∀ p x : ℝ, |p| ≤ (1 + ω₀) * (1 + x ^ 2) →
      |-(p * ground ω₀ x) / (ω₀ + s)| ≤ (1 + ω₀) * (1 + 2 / ω₀) / |ω₀ + s| := fun p x hp => by
    have hψ : 0 < ground ω₀ x := Real.exp_pos _
    have hn : |p| * ground ω₀ x ≤ (1 + ω₀) * (1 + 2 / ω₀) := by
      have a := mul_le_mul_of_nonneg_right hp hψ.le
      have b := mul_le_mul_of_nonneg_left (hb x) (show 0 ≤ 1 + ω₀ by linarith)
      linarith
    rw [abs_div, abs_neg, abs_mul, abs_of_pos hψ]
    gcongr
  refine ⟨fun x => (h1 x).differentiableAt, ?_, ⟨_, fun x => ⟨key x x ?_, ?_⟩⟩, fun x => ?_⟩
  · rw [hd]
    exact fun x => (h2 x).differentiableAt
  · nlinarith [sq_abs x, sq_nonneg (|x| - 1), abs_nonneg x, mul_nonneg h0.le (sq_nonneg x)]
  · rw [hd]
    exact key _ x (abs_le.mpr ⟨by nlinarith [sq_nonneg x, mul_nonneg h0.le (sq_nonneg x)],
      by nlinarith [sq_nonneg x, mul_nonneg h0.le (sq_nonneg x)]⟩)
  · unfold oscH
    rw [hd, (h2 x).deriv]
    unfold firstOrder
    field_simp
    ring
```

The main theorem assumes `0 < ω₀` and `ω ^ 2 ≠ ω₀ ^ 2`. The second condition means that ω equals neither ω₀ nor −ω₀, and it makes both denominators nonzero. The conclusion states that the two explicit functions are responses at ω and −ω, and that their polarisability is 1/(ω₀² − ω²).

```lean
/-- Off resonance, `-x ψ / (ω₀ + ω)` and `-x ψ / (ω₀ - ω)` solve the two response equations of
the oscillator ground state, and its dynamic polarisability is `1 / (ω₀² - ω²)`. -/
theorem dynamic_polarisability {ω₀ ω : ℝ} (h0 : 0 < ω₀) (hω : ω ^ 2 ≠ ω₀ ^ 2) :
    IsResponse ω₀ ω (firstOrder ω₀ ω) ∧ IsResponse ω₀ (-ω) (firstOrder ω₀ (-ω)) ∧
    polarisability ω₀ (firstOrder ω₀ ω) (firstOrder ω₀ (-ω)) = 1 / (ω₀ ^ 2 - ω ^ 2) := by
  have hu := firstOrder_isResponse (s := ω) h0
    (fun h => hω (by linear_combination (ω - ω₀) * h))
  have hv := firstOrder_isResponse (s := -ω) h0
    (fun h => hω (by linear_combination (-(ω + ω₀)) * h))
  exact ⟨hu, hv, polarisability_eq h0 hu hv⟩

end

end OscillatorPolarisability
```

```lean
#print axioms OscillatorPolarisability.oscH_eigen
#print axioms OscillatorPolarisability.no_response_at_resonance
#print axioms OscillatorPolarisability.dynamic_polarisability
```

```
'OscillatorPolarisability.oscH_eigen' depends on axioms: [propext, Classical.choice, Quot.sound]
'OscillatorPolarisability.no_response_at_resonance' depends on axioms: [propext, Classical.choice, Quot.sound]
'OscillatorPolarisability.dynamic_polarisability' depends on axioms: [propext, Classical.choice, Quot.sound]
```
